# For unequal positive phases, a positive Bruggeman permittivity lies strictly between the Hashin-Shtrikman values

After solving the Bruggeman equation for the permittivity of a mixture, one can compare the root with two explicit numbers, the Hashin-Shtrikman values at the lowest and highest phase permittivities. A positive root that falls outside them, by more than rounding allows, signals a mistake. The check is for the symmetric Bruggeman equation with spherical grains, or circular ones in two dimensions. The phases are isotropic, with static, real, positive permittivities, which may come from electronic-structure calculations on the separate phases.

## The two formulas and a mixture of permittivities 1 and 10

Phase $i$ has permittivity $\varepsilon_i$ and volume fraction $p_i$. In $d$ dimensions put $k=d-1$ (not a wave number), and define

$$F(z)=\frac{1}{\sum_i p_i/(\varepsilon_i+kz)}-kz,\qquad B(e)=\sum_i p_i\,\frac{\varepsilon_i-e}{\varepsilon_i+ke}.$$

Here $z$ is a reference permittivity, and a Bruggeman permittivity is a root $e$ of $B$.

Take $k=2$, permittivities 1 and 10, and equal fractions. Then $B(e)=0$ becomes $4e^2-11e-20=0$, with roots $4$ and $-5/4$. The Hashin-Shtrikman values are $F(1)=24/5-2=2.8$ and $F(10)=420/17-20\approx4.71$, and $4$ lies between them.

In Lean the phases are indexed by a finite type `ι`, `hashinShtrikman k p ε` is $F$, and `bruggeman k p ε` is $B$. The number `k` may be any real.

```lean
import Mathlib

open Finset

namespace HashinShtrikmanBruggeman

noncomputable section

variable {ι : Type*} [Fintype ι]

/-- The Hashin-Shtrikman function of a composite with volume fractions `p` and permittivities `ε`,
at reference permittivity `z`; in `d` dimensions `k = d - 1`.
Its domain is `ε i + k z > 0` for all phases, with at least one phase and positive fractions. -/
def hashinShtrikman (k : ℝ) (p ε : ι → ℝ) (z : ℝ) : ℝ :=
  1 / (∑ i, p i / (ε i + k * z)) - k * z

/-- The Bruggeman sum: the mean polarisation factor of the phases embedded in a medium of
permittivity `e`, for `ε i + k e ≠ 0`. -/
def bruggeman (k : ℝ) (p ε : ι → ℝ) (e : ℝ) : ℝ :=
  ∑ i, p i * ((ε i - e) / (ε i + k * e))
```

## Unequal phases, each present in the sample

The hypotheses `0 < p i` and `ε m ≠ ε n` (later `ε m < ε n`) say that every listed phase occupies some volume and that the sample is not dielectrically uniform. They make the following inequality strict.

Let $a_i>0$ be not all equal, let $t>0$, and let $h$ be the harmonic mean, $1/h=\sum_i p_i/a_i$. Since

$$\frac1{h+t}-\frac1{a_i+t}=\frac{a_i-h}{(h+t)(a_i+t)},\qquad \frac{h^2}{(h+t)^2}\Big(\frac1{a_i}-\frac1h\Big)=-\frac{h(a_i-h)}{a_i(h+t)^2},$$

and $a_i(h+t)-h(a_i+t)=t(a_i-h)$, adding the two gives

$$\frac1{h+t}+\frac{h^2}{(h+t)^2}\Big(\frac1{a_i}-\frac1h\Big)-\frac1{a_i+t}=\frac{t(a_i-h)^2}{a_i(a_i+t)(h+t)^2}\ge0.$$

Multiply by $p_i$ and sum. The bracket averages to zero, and some $a_i\ne h$, so $\sum_i p_i/(a_i+t)<1/(h+t)$. Taking reciprocals, the shifted family has harmonic mean above $h+t$.

In the proof, `tangent` is this identity, `avg` removes the bracket, and `l` is a phase with `a l ≠ h`, which makes `Finset.sum_lt_sum` strict.

```lean
/-- Adding `t > 0` to every member of a positive family that is not constant raises its harmonic
mean, taken with positive weights of sum one, by more than `t`. -/
theorem harmonic_mean_shift {p a : ι → ℝ} {t : ℝ} (hp : ∀ i, 0 < p i) (hsum : ∑ i, p i = 1)
    (ha : ∀ i, 0 < a i) (ht : 0 < t) {m n : ι} (hmn : a m ≠ a n) :
    1 / (∑ i, p i / a i) + t < 1 / (∑ i, p i / (a i + t)) := by
  have hS : 0 < ∑ i, p i / a i :=
    Finset.sum_pos (fun i _ => div_pos (hp i) (ha i)) ⟨m, mem_univ m⟩
  have hT : 0 < ∑ i, p i / (a i + t) :=
    Finset.sum_pos (fun i _ => div_pos (hp i) (add_pos (ha i) ht)) ⟨m, mem_univ m⟩
  obtain ⟨h, hh, hSh⟩ : ∃ h : ℝ, 0 < h ∧ ∑ i, p i / a i = 1 / h :=
    ⟨1 / ∑ i, p i / a i, one_div_pos.2 hS, (one_div_one_div _).symm⟩
  have hht : 0 < h + t := add_pos hh ht
  -- the tangent line at the harmonic mean, with its remainder
  have tangent : ∀ i, p i * (1 / (h + t) + h ^ 2 / (h + t) ^ 2 * (1 / a i - 1 / h))
      - p i / (a i + t) = p i * (t * (a i - h) ^ 2 / (a i * (a i + t) * (h + t) ^ 2)) := by
    intro i
    have h1 := (ha i).ne'
    have h2 := (add_pos (ha i) ht).ne'
    have h3 := hht.ne'
    have h4 := hh.ne'
    field_simp
    ring
  obtain ⟨l, hl⟩ : ∃ l, a l ≠ h := by
    by_contra! hc
    exact hmn ((hc m).trans (hc n).symm)
  have key : ∑ i, p i / (a i + t) <
      ∑ i, p i * (1 / (h + t) + h ^ 2 / (h + t) ^ 2 * (1 / a i - 1 / h)) := by
    refine Finset.sum_lt_sum (fun i _ => ?_) ⟨l, mem_univ l, ?_⟩
    · have h1 := ha i
      have h2 := hp i
      have : 0 ≤ p i * (t * (a i - h) ^ 2 / (a i * (a i + t) * (h + t) ^ 2)) := by positivity
      linarith [tangent i]
    · have h1 := ha l
      have h2 := hp l
      have h3 : 0 < (a l - h) ^ 2 :=
        lt_of_le_of_ne (sq_nonneg _) (pow_ne_zero 2 (sub_ne_zero.2 hl)).symm
      have : 0 < p l * (t * (a l - h) ^ 2 / (a l * (a l + t) * (h + t) ^ 2)) := by positivity
      linarith [tangent l]
  -- the linear terms average out
  have avg : ∑ i, p i * (1 / (h + t) + h ^ 2 / (h + t) ^ 2 * (1 / a i - 1 / h))
      = 1 / (h + t) := by
    calc _ = (1 / (h + t) - h ^ 2 / (h + t) ^ 2 * (1 / h)) * ∑ i, p i
          + h ^ 2 / (h + t) ^ 2 * ∑ i, p i / a i := by
          rw [Finset.mul_sum, Finset.mul_sum, ← Finset.sum_add_distrib]
          exact Finset.sum_congr rfl fun i _ => by ring
      _ = 1 / (h + t) := by rw [hsum, hSh]; ring
  rw [avg, lt_div_iff₀ hht] at key
  rw [hSh, one_div_one_div, lt_div_iff₀ hT, mul_comm]
  exact key
```

If all the volume belongs to one permittivity, $F$ is constant and equal to the root, so both strict inequalities fail.

## More than one dimension

The hypothesis `0 < k` means $d>1$. For $0\le z<w$, apply the inequality above with $a_i=\varepsilon_i+kz$ and $t=k(w-z)$, which is positive because $k$ is:

$$F(w)>\frac{1}{\sum_i p_i/(\varepsilon_i+kz)}+k(w-z)-kw=F(z).$$

The Lean proof makes the same substitution. Here `m` and `n` are any two phases that differ.

```lean
/-- For positive permittivities that are not all equal, with positive fractions of sum one, the
Hashin-Shtrikman function for `k > 0` increases strictly with the reference permittivity `z ≥ 0`. -/
theorem hashinShtrikman_lt {k : ℝ} {p ε : ι → ℝ} (hk : 0 < k) (hp : ∀ i, 0 < p i)
    (hsum : ∑ i, p i = 1) (hε : ∀ i, 0 < ε i) {m n : ι} (hmn : ε m ≠ ε n)
    {z w : ℝ} (hz : 0 ≤ z) (hzw : z < w) :
    hashinShtrikman k p ε z < hashinShtrikman k p ε w := by
  have ha : ∀ i, 0 < ε i + k * z := fun i => add_pos_of_pos_of_nonneg (hε i) (by positivity)
  have hne : ε m + k * z ≠ ε n + k * z := fun h => hmn (add_right_cancel h)
  have h := harmonic_mean_shift (a := fun i => ε i + k * z) hp hsum ha
    (mul_pos hk (sub_pos.2 hzw)) hne
  have e : ∀ i, ε i + k * z + k * (w - z) = ε i + k * w := fun i => by ring
  simp only [e] at h
  unfold hashinShtrikman
  linarith
```

At $k=0$, layers stacked along the field, $F$ is the harmonic mean of the permittivities for every $z$. The Bruggeman root is the same number, so strictness is lost.

## Fractions that fill the whole volume

The hypothesis `∑ i, p i = 1` says that no volume is left unassigned. It was used in the averaging above, and it also links the two formulas. Writing $\varepsilon_i-e=(\varepsilon_i+ke)-(k+1)e$ gives

$$B(e)=1-(k+1)e\sum_i\frac{p_i}{\varepsilon_i+ke}.$$

Hence $B(e)=0$ exactly when $1/\sum_i p_i/(\varepsilon_i+ke)=(k+1)e$, that is, when $F(e)=e$. In the proof, `term` splits each summand and `hB` is the displayed formula.

```lean
/-- For `k > 0`, positive permittivities and positive fractions of sum one, a permittivity `e > 0`
solves the Bruggeman equation exactly when it is a fixed point of the Hashin-Shtrikman function. -/
theorem bruggeman_iff_fixed_point {k : ℝ} {p ε : ι → ℝ} (hk : 0 < k) (hp : ∀ i, 0 < p i)
    (hsum : ∑ i, p i = 1) (hε : ∀ i, 0 < ε i) {e : ℝ} (he : 0 < e) :
    bruggeman k p ε e = 0 ↔ hashinShtrikman k p ε e = e := by
  have hd : ∀ i, 0 < ε i + k * e := fun i => add_pos (hε i) (mul_pos hk he)
  have hne : (univ : Finset ι).Nonempty :=
    Finset.nonempty_of_sum_ne_zero (f := p) (by rw [hsum]; exact one_ne_zero)
  have hS : 0 < ∑ i, p i / (ε i + k * e) :=
    Finset.sum_pos (fun i _ => div_pos (hp i) (hd i)) hne
  -- each polarisation factor is one minus a multiple of `1 / (ε i + k e)`
  have term : ∀ i, p i * ((ε i - e) / (ε i + k * e))
      = p i - (k + 1) * e * (p i / (ε i + k * e)) := by
    intro i
    have h : (ε i + k * e) / (ε i + k * e) = 1 := div_self (hd i).ne'
    linear_combination p i * h
  have hB : bruggeman k p ε e = 1 - (k + 1) * e * ∑ i, p i / (ε i + k * e) := by
    unfold bruggeman
    rw [Finset.sum_congr rfl fun i _ => term i, Finset.sum_sub_distrib, hsum, ← Finset.mul_sum]
  rw [hB]
  unfold hashinShtrikman
  constructor
  · intro h
    have : 1 / (∑ i, p i / (ε i + k * e)) = (k + 1) * e := by
      rw [div_eq_iff hS.ne']; linarith
    linarith
  · intro h
    have h' : 1 / (∑ i, p i / (ε i + k * e)) = (k + 1) * e := by linarith
    rw [div_eq_iff hS.ne'] at h'
    linarith
```

If both fractions in the example are replaced by 1, the root stays at 4, but $F(10)=210/17-20\approx-7.65$ is no longer above it.

## Positive permittivities, for the phases and for the root

The hypothesis `0 < ε i` holds for ordinary static dielectrics and excludes metals at frequencies where the real part is negative. The hypothesis `0 < e` selects the physical root. Together they keep every denominator $\varepsilon_i+ke$ positive, so the sign of each term of $B$ is the sign of $\varepsilon_i-e$.

If $e\le\varepsilon_{\min}$, no term is negative and the term of the highest phase is positive, so $B(e)>0$. If $e\ge\varepsilon_{\max}$, the signs reverse and $B(e)<0$. A root therefore satisfies $\varepsilon_{\min}<e<\varepsilon_{\max}$. The Lean proof runs these two cases by contradiction. From here on, `m` and `n` are phases with the lowest and highest permittivity, as `hm` and `hn` state.

```lean
/-- For `k > 0`, positive fractions and positive permittivities whose lowest and highest values
`ε m` and `ε n` differ, a positive Bruggeman permittivity lies strictly between these two. -/
theorem bruggeman_between_phases {k : ℝ} {p ε : ι → ℝ} (hk : 0 < k) (hp : ∀ i, 0 < p i)
    (hε : ∀ i, 0 < ε i) {m n : ι} (hm : ∀ i, ε m ≤ ε i) (hn : ∀ i, ε i ≤ ε n)
    (hmn : ε m < ε n) {e : ℝ} (he : 0 < e) (hB : bruggeman k p ε e = 0) :
    ε m < e ∧ e < ε n := by
  have hd : ∀ i, 0 < ε i + k * e := fun i => add_pos (hε i) (mul_pos hk he)
  unfold bruggeman at hB
  -- outside the interval all terms have one sign and do not all vanish
  constructor
  · by_contra! hc
    have : ∑ _i : ι, (0 : ℝ) < ∑ i, p i * ((ε i - e) / (ε i + k * e)) :=
      Finset.sum_lt_sum
        (fun i _ => mul_nonneg (hp i).le (div_nonneg (by linarith [hm i]) (hd i).le))
        ⟨n, mem_univ n, mul_pos (hp n) (div_pos (by linarith) (hd n))⟩
    rw [hB, Finset.sum_const_zero] at this
    exact lt_irrefl _ this
  · by_contra! hc
    have : ∑ i, p i * ((ε i - e) / (ε i + k * e)) < ∑ _i : ι, (0 : ℝ) :=
      Finset.sum_lt_sum
        (fun i _ => mul_nonpos_of_nonneg_of_nonpos (hp i).le
          (div_nonpos_of_nonpos_of_nonneg (by linarith [hn i]) (hd i).le))
        ⟨m, mem_univ m, mul_neg_of_pos_of_neg (hp m) (div_neg_of_neg_of_pos (by linarith) (hd m))⟩
    rw [hB, Finset.sum_const_zero] at this
    exact lt_irrefl _ this
```

With negative roots admitted, the example has $e=-5/4$, which lies below $F(1)=2.8$. With negative phases admitted, take $k=2$, permittivities $-1$ and $4$, and fractions $1/5$ and $4/5$. Then $e=2$ is a root, since $\tfrac15\cdot(-1)+\tfrac45\cdot\tfrac14=0$, but $F(-1)=3+2=5$ exceeds it.

## The root between the two values

The root is a fixed point of the strictly increasing function $F$ and lies between the extreme phases, so

$$F(\varepsilon_{\min})<F(e)=e<F(\varepsilon_{\max}).$$

The general theorem combines the three preceding results in this way. The root enters through the hypothesis `hB`; its existence is not part of the statement.

```lean
/-- For `k > 0` and finitely many phases with positive fractions of sum one and positive
permittivities, not all equal, a positive Bruggeman permittivity lies strictly between the
Hashin-Shtrikman values at the lowest and highest phase permittivities. -/
theorem bruggeman_between_hashinShtrikman {k : ℝ} {p ε : ι → ℝ} (hk : 0 < k)
    (hp : ∀ i, 0 < p i) (hsum : ∑ i, p i = 1) (hε : ∀ i, 0 < ε i) {m n : ι}
    (hm : ∀ i, ε m ≤ ε i) (hn : ∀ i, ε i ≤ ε n) (hmn : ε m < ε n)
    {e : ℝ} (he : 0 < e) (hB : bruggeman k p ε e = 0) :
    hashinShtrikman k p ε (ε m) < e ∧ e < hashinShtrikman k p ε (ε n) := by
  obtain ⟨h1, h2⟩ := bruggeman_between_phases hk hp hε hm hn hmn he hB
  have hfix := (bruggeman_iff_fixed_point hk hp hsum hε he).1 hB
  have lo := hashinShtrikman_lt hk hp hsum hε hmn.ne (hε m).le h1
  have hi := hashinShtrikman_lt hk hp hsum hε hmn.ne he.le h2
  rw [hfix] at lo hi
  exact ⟨lo, hi⟩
```

For two phases in three dimensions, `two_phase` sets $k=2$ and writes the sums out. Its `e1` and `e2` are the phase permittivities, and `e` is the root.

```lean
/-- Two phases in three dimensions, `0 < e1 < e2`, with positive fractions of sum one: a positive
Bruggeman permittivity lies strictly between the two Hashin-Shtrikman values. -/
theorem two_phase {p1 p2 e1 e2 e : ℝ} (hp1 : 0 < p1) (hp2 : 0 < p2) (hsum : p1 + p2 = 1)
    (h1 : 0 < e1) (h12 : e1 < e2) (he : 0 < e)
    (hB : p1 * ((e1 - e) / (e1 + 2 * e)) + p2 * ((e2 - e) / (e2 + 2 * e)) = 0) :
    1 / (p1 / (e1 + 2 * e1) + p2 / (e2 + 2 * e1)) - 2 * e1 < e ∧
      e < 1 / (p1 / (e1 + 2 * e2) + p2 / (e2 + 2 * e2)) - 2 * e2 := by
  have h := bruggeman_between_hashinShtrikman (k := 2) (p := ![p1, p2]) (ε := ![e1, e2])
    (m := 0) (n := 1) two_pos (Fin.forall_fin_two.2 ⟨hp1, hp2⟩)
    (by rw [Fin.sum_univ_two]; exact hsum) (Fin.forall_fin_two.2 ⟨h1, h1.trans h12⟩)
    (Fin.forall_fin_two.2 ⟨le_rfl, h12.le⟩) (Fin.forall_fin_two.2 ⟨h12.le, le_rfl⟩) h12 he
    (by unfold bruggeman; rw [Fin.sum_univ_two]; exact hB)
  simp only [hashinShtrikman, Fin.sum_univ_two] at h
  exact h

end

end HashinShtrikmanBruggeman
```

```lean
#print axioms HashinShtrikmanBruggeman.bruggeman_between_hashinShtrikman
#print axioms HashinShtrikmanBruggeman.two_phase
```

```
'HashinShtrikmanBruggeman.bruggeman_between_hashinShtrikman' depends on axioms: [propext, Classical.choice, Quot.sound]
'HashinShtrikmanBruggeman.two_phase' depends on axioms: [propext, Classical.choice, Quot.sound]
```

Both theorems compare formulas. They do not show that the Hashin-Shtrikman values bound the permittivity of every isotropic composite, which is the variational result behind the name. The step to a real sample is the assumption that its effective permittivity is the Bruggeman root, and that depends on the microstructure.
